# The two-body cumulant is additive over uncorrelated subsystems

Two molecules are far apart. Suppose also that each is described by its own state, with a fixed number of electrons on each and no correlation between them. Even so, the two-body density matrix of the pair is not the sum of the two molecular ones. It also has elements that record the presence of one electron on each molecule, and there are more of these the larger the molecules are. The question is whether some part of the two-body density matrix is free of such cross terms. For uncorrelated subsystems, the cumulant is.

## The blocks of the composite density matrices

Let $A$ and $B$ be two disjoint sets of orthonormal spin orbitals. With creation operators $a_i^\dagger$ and annihilation operators $a_i$, the one-body and two-body density matrices are

$$g(i,k)=\langle a_i^\dagger a_k\rangle,\qquad D(ij,kl)=\langle a_i^\dagger a_j^\dagger a_l a_k\rangle .$$

The cumulant $\lambda$ is what remains of $D$ after the antisymmetrised product of $g$ with itself has been subtracted:

$$\lambda(ij,kl)=D(ij,kl)-\big[g(i,k)\,g(j,l)-g(i,l)\,g(j,k)\big].$$

Write $g_A, D_A, \lambda_A$ and $g_B, D_B, \lambda_B$ for the subsystem quantities. In a product state with a fixed particle number in each subsystem, an expectation value factorises into an $A$ part and a $B$ part, and it vanishes unless each part conserves its particle number. Hence $g$ is block-diagonal, with blocks $g_A$ and $g_B$. For $a,a'\in A$ and $b,b'\in B$, moving $a_{a'}$ to the left past two $B$ operators costs no sign, so

$$D(ab,a'b')=\langle a_a^\dagger a_{a'}\rangle\langle a_b^\dagger a_{b'}\rangle=g_A(a,a')\,g_B(b,b').$$

Exchanging the indices within one pair changes the sign:

$$D(ab,b'a')=D(ba,a'b')=-g_A(a,a')\,g_B(b,b'),\qquad D(ba,b'a')=g_A(a,a')\,g_B(b,b').$$

On the pure blocks $D$ equals $D_A$ or $D_B$, and every other block is zero.

## Cancellation block by block

Each of the four indices lies in $A$ or in $B$, which gives sixteen blocks.

If all four indices lie in $A$, then $D=D_A$ and $g=g_A$, so $\lambda=\lambda_A$. The same holds for $B$.

If each pair has one index in each subsystem, the antisymmetrised product has one surviving term. For example,

$$g(a,a')\,g(b,b')-g(a,b')\,g(b,a')=g_A(a,a')\,g_B(b,b')-0,$$

which is exactly $D(ab,a'b')$, so $\lambda(ab,a'b')=0$. The other three orderings differ only by the signs given above, which $D$ and the product share.

In the remaining ten blocks the two pairs contain different numbers of $A$ indices. Every product of two $g$ elements then has a factor linking $A$ to $B$, which is zero. Since $D$ is zero there too, $\lambda=0$.

The cumulant is therefore the direct sum of $\lambda_A$ and $\lambda_B$. Conversely, for given $g$ the definition can be solved for $D$, so only one $D$ has this direct sum as its cumulant.

For a two-body interaction with matrix elements $V(ij,kl)$, the cumulant contributes $\tfrac12\sum_{ijkl}V(ij,kl)\,\lambda(ij,kl)$ to the energy. Only the pure blocks survive in the sum, so this contribution is additive even if $V$ couples $A$ to $B$. The coupling still enters the total energy through the antisymmetrised product of $g$, for instance as the electrostatic repulsion between the two electron densities.

## The contraction rule for the pair

A state of $N$ particles satisfies $\sum_j D(ij,kj)=(N-1)\,g(i,k)$, with $N=\operatorname{tr}g$. Suppose that both subsystems obey this rule. For $i,k\in A$,

$$\sum_{j\in A}D_A(ij,kj)+\sum_{b\in B}g_A(i,k)\,g_B(b,b)
=(\operatorname{tr}g_A-1)\,g_A(i,k)+\operatorname{tr}g_B\;g_A(i,k),$$

and the right-hand side is $(\operatorname{tr}g-1)\,g_A(i,k)$. The case $i,k\in B$ is the same with the roles exchanged. If $i$ and $k$ lie in different subsystems, both sides vanish.

## A singlet shared between distant sites

The product form of the mixed blocks is essential, and distance alone does not supply it. Take one spatial orbital on each site and the two-electron singlet

$$\tfrac{1}{\sqrt2}\big(a_{A\uparrow}^\dagger a_{B\downarrow}^\dagger-a_{A\downarrow}^\dagger a_{B\uparrow}^\dagger\big)|0\rangle .$$

Each site holds exactly one electron, so $g$ is block-diagonal, and all four occupations are $\tfrac12$. The two electrons never have parallel spins, so $D(A{\uparrow}B{\uparrow},A{\uparrow}B{\uparrow})=0$, while the antisymmetrised product equals $\tfrac12\cdot\tfrac12$. The mixed cumulant element is $-\tfrac14$, however far apart the sites are.

## Density matrices and cumulant in Lean

The operator arguments above motivate the blocks; the Lean code starts from the matrices themselves and contains neither wave functions nor creation operators.

```lean
import Mathlib

open Matrix

namespace CumulantAdditivity

noncomputable section

variable {n A B : Type*}
```

The types `n`, `A` and `B` are sets of spin orbitals. They may be infinite until a sum over orbitals is needed.

```lean
/-- The antisymmetrised product `g(i,k) g(j,l) - g(i,l) g(j,k)` of a one-body density matrix
with itself. -/
def wedge (g : Matrix n n ℂ) (i j k l : n) : ℂ :=
  g i k * g j l - g i l * g j k
```

The function `wedge` is the antisymmetrised product, with no prefactor. This goes with a $D$ whose full trace is $N(N-1)$.

```lean
/-- The two-body cumulant: the two-body density matrix `D(ij,kl)` minus the antisymmetrised
product of the one-body density matrix. -/
def cumulant (g : Matrix n n ℂ) (D : n → n → n → n → ℂ) (i j k l : n) : ℂ :=
  D i j k l - wedge g i j k l
```

The argument `D i j k l` stands for $D(ij,kl)$. Neither `g` nor `D` is required to be Hermitian, positive or antisymmetric, or to come from a state. The additivity shown below therefore also holds when the subsystem density matrices are approximate and not N-representable, provided that those of the pair are composed from them as in the derivation above. An approximate calculation on the whole pair need not give matrices of that form.

```lean
/-- The block-diagonal one-body density matrix of two subsystems. -/
def unionOne (gA : Matrix A A ℂ) (gB : Matrix B B ℂ) : Matrix (A ⊕ B) (A ⊕ B) ℂ :=
  Matrix.fromBlocks gA 0 0 gB
```

The disjoint union of the orbital sets is the sum type `A ⊕ B`, in which `.inl` marks an orbital of $A$ and `.inr` an orbital of $B$. The two zero blocks say that there is no one-body coherence between the subsystems.

```lean
/-- The two-body density matrix of two subsystems: `DA` and `DB` on the pure blocks,
antisymmetrised products of `gA` and `gB` on the blocks with one particle in each subsystem,
and zero elsewhere. -/
def unionPair (gA : Matrix A A ℂ) (gB : Matrix B B ℂ)
    (DA : A → A → A → A → ℂ) (DB : B → B → B → B → ℂ) :
    A ⊕ B → A ⊕ B → A ⊕ B → A ⊕ B → ℂ
  | .inl i, .inl j, .inl k, .inl l => DA i j k l
  | .inr i, .inr j, .inr k, .inr l => DB i j k l
  | .inl a, .inr b, .inl a', .inr b' => gA a a' * gB b b'
  | .inl a, .inr b, .inr b', .inl a' => -(gA a a' * gB b b')
  | .inr b, .inl a, .inl a', .inr b' => -(gA a a' * gB b b')
  | .inr b, .inl a, .inr b', .inl a' => gA a a' * gB b b'
  | _, _, _, _ => 0
```

The first two lines of the case list are the pure blocks, and the next four are the mixed blocks with their signs. The last line sets the other ten blocks to zero. The absence of correlation between the subsystems is thus a postulate built into this definition.

```lean
/-- The direct sum of two four-index quantities: each on its own subsystem, zero on all
mixed indices. -/
def directSum (LA : A → A → A → A → ℂ) (LB : B → B → B → B → ℂ) :
    A ⊕ B → A ⊕ B → A ⊕ B → A ⊕ B → ℂ
  | .inl i, .inl j, .inl k, .inl l => LA i j k l
  | .inr i, .inr j, .inr k, .inr l => LB i j k l
  | _, _, _, _ => 0
```

## The direct-sum identity and its converse

```lean
/-- The cumulant of the composite density matrices is the direct sum of the subsystem
cumulants. -/
theorem cumulant_union (gA : Matrix A A ℂ) (gB : Matrix B B ℂ)
    (DA : A → A → A → A → ℂ) (DB : B → B → B → B → ℂ) :
    cumulant (unionOne gA gB) (unionPair gA gB DA DB) =
      directSum (cumulant gA DA) (cumulant gB DB) := by
  funext i j k l
  -- sixteen blocks, according to the subsystem of each index
  rcases i with i | i <;> rcases j with j | j <;> rcases k with k | k <;>
    rcases l with l | l <;>
    simp [cumulant, wedge, unionOne, unionPair, directSum] <;> ring
```

The theorem is an equality of functions of four indices. `funext` introduces the indices, and the nested `rcases` splits them into the sixteen blocks of the derivation by hand. In each block `simp` inserts the definitions and removes the products that contain a zero element of $g$, and `ring` closes whatever algebra is left.

```lean
/-- The cumulant of the composite density matrices vanishes whenever its four indices do not
all belong to the same subsystem. -/
theorem cumulant_union_mixed (gA : Matrix A A ℂ) (gB : Matrix B B ℂ)
    (DA : A → A → A → A → ℂ) (DB : B → B → B → B → ℂ) (i j k l : A ⊕ B)
    (h : ¬(i.isLeft = j.isLeft ∧ j.isLeft = k.isLeft ∧ k.isLeft = l.isLeft)) :
    cumulant (unionOne gA gB) (unionPair gA gB DA DB) i j k l = 0 := by
  rw [cumulant_union]
  revert h
  rcases i with i | i <;> rcases j with j | j <;> rcases k with k | k <;>
    rcases l with l | l <;> simp [directSum]
```

The hypothesis `h` says that the four indices do not all carry the same label, where `isLeft` is true for orbitals of $A$. After rewriting with the previous theorem, the same case split is enough: the two pure blocks contradict `h`, and the direct sum is zero by definition in the others.

```lean
/-- For a block-diagonal one-body density matrix, a two-body density matrix has the direct sum
of the subsystem cumulants as its cumulant exactly when it is the composite one. -/
theorem cumulant_eq_directSum_iff (gA : Matrix A A ℂ) (gB : Matrix B B ℂ)
    (DA : A → A → A → A → ℂ) (DB : B → B → B → B → ℂ)
    (D : A ⊕ B → A ⊕ B → A ⊕ B → A ⊕ B → ℂ) :
    cumulant (unionOne gA gB) D = directSum (cumulant gA DA) (cumulant gB DB) ↔
      D = unionPair gA gB DA DB := by
  rw [← cumulant_union]
  constructor
  · intro h
    funext i j k l
    -- the same antisymmetrised product is subtracted on both sides
    have h' := congrFun (congrFun (congrFun (congrFun h i) j) k) l
    simp only [cumulant] at h'
    exact sub_left_inj.mp h'
  · intro h
    rw [h]
```

This is the converse. The matrix `D` is now arbitrary, while the one-body matrix is still block-diagonal. Rewriting backwards with `cumulant_union` turns the direct sum into the cumulant of the composite matrices, so the hypothesis equates two differences in which the same product of $g$ is subtracted. `sub_left_inj` cancels it. For the singlet above, whose mixed blocks are not of product form, the theorem excludes a direct sum of this kind.

## Additivity of the cumulant energy

```lean
/-- The contraction `½ ∑ V(ij,kl) L(ij,kl)` of a two-body interaction with a four-index
quantity. -/
def pairEnergy [Fintype n] (V L : n → n → n → n → ℂ) : ℂ :=
  (1 / 2) * ∑ i, ∑ j, ∑ k, ∑ l, V i j k l * L i j k l
```

The factor $\tfrac12$ belongs to a Hamiltonian with the interaction $\tfrac12\sum V(ij,kl)\,a_i^\dagger a_j^\dagger a_l a_k$, with matrix elements that are not antisymmetrised.

```lean
/-- The cumulant part of the interaction energy is the sum of the subsystem contributions, for
every two-body interaction on the union, including one that couples the subsystems. -/
theorem pairEnergy_cumulant_union [Fintype A] [Fintype B]
    (gA : Matrix A A ℂ) (gB : Matrix B B ℂ)
    (DA : A → A → A → A → ℂ) (DB : B → B → B → B → ℂ)
    (V : A ⊕ B → A ⊕ B → A ⊕ B → A ⊕ B → ℂ) :
    pairEnergy V (cumulant (unionOne gA gB) (unionPair gA gB DA DB)) =
      pairEnergy (fun i j k l => V (.inl i) (.inl j) (.inl k) (.inl l)) (cumulant gA DA) +
      pairEnergy (fun i j k l => V (.inr i) (.inr j) (.inr k) (.inr l)) (cumulant gB DB) := by
  rw [cumulant_union]
  unfold pairEnergy
  rw [← mul_add]
  congr 1
  -- every mixed term carries a vanishing cumulant element
  simp [Fintype.sum_sum_type, directSum]
```

No symmetry of `V` is assumed, and its elements between the subsystems are arbitrary. On the right-hand side, `V` is restricted to the orbitals of one subsystem at a time. The proof takes out the common factor $\tfrac12$ and splits every sum over `A ⊕ B` into a sum over `A` and one over `B`; the mixed terms vanish with their cumulant elements.

For methods that take the cumulant as their variable, this is a size-consistency property of one energy term, for finite orbital sets and fragments that are uncorrelated with each other. It says nothing about how the density matrices of the fragments respond to the coupling.

## Fixed particle number

```lean
/-- The contraction rule of a state with fixed particle number:
`∑ⱼ D(ij,kj) = (tr g - 1) g(i,k)`. -/
def ContractionRule [Fintype n] (g : Matrix n n ℂ) (D : n → n → n → n → ℂ) : Prop :=
  ∀ i k, ∑ j, D i j k j = (g.trace - 1) * g i k
```

The trace of `g` plays the part of the particle number, and it need not be an integer here. The rule is a necessary condition on the density matrices of a state with fixed particle number, and it is far from sufficient for N-representability.

```lean
/-- If both subsystems obey the contraction rule, so do the composite density matrices. -/
theorem contractionRule_union [Fintype A] [Fintype B]
    {gA : Matrix A A ℂ} {gB : Matrix B B ℂ}
    {DA : A → A → A → A → ℂ} {DB : B → B → B → B → ℂ}
    (hA : ContractionRule gA DA) (hB : ContractionRule gB DB) :
    ContractionRule (unionOne gA gB) (unionPair gA gB DA DB) := by
  have ht : (unionOne gA gB).trace = gA.trace + gB.trace := by
    simp [unionOne, Matrix.trace, Fintype.sum_sum_type]
  intro i k
  rw [ht, Fintype.sum_sum_type]
  rcases i with i | i <;> rcases k with k | k
  · -- the particles of B add `tr gB` to the prefactor
    have h : ∑ b, gA i k * gB b b = gA i k * gB.trace := by
      rw [← Finset.mul_sum]; rfl
    change ∑ j, DA i j k j + ∑ b, gA i k * gB b b = (gA.trace + gB.trace - 1) * gA i k
    rw [hA i k, h]
    ring
  · simp [unionPair, unionOne]
  · simp [unionPair, unionOne]
  · have h : ∑ a, gA a a * gB i k = gA.trace * gB i k := by
      rw [← Finset.sum_mul]; rfl
    change ∑ a, gA a a * gB i k + ∑ j, DB i j k j = (gA.trace + gB.trace - 1) * gB i k
    rw [hB i k, h]
    ring
```

The rule for each subsystem is assumed, as `hA` and `hB`. The proof first shows that the traces add, then splits the sum over $j$ and treats the four positions of $i$ and $k$. In the two diagonal cases, `change` displays the sum as a subsystem contraction plus a mixed contribution. The step `h` extracts the trace of the other subsystem from the latter, and `ring` combines the prefactors as in the derivation by hand. In the two off-diagonal cases every term is zero.

## A correlated pair that obeys the rule

The contraction rule is compatible with a nonzero cumulant. Consider two electrons in four spin orbitals, numbered from 0 to 3, in the normalised state

$$\tfrac35\,a_0^\dagger a_1^\dagger|0\rangle+\tfrac45\,a_2^\dagger a_3^\dagger|0\rangle .$$

```lean
/-- Antisymmetric amplitudes of two electrons in four spin orbitals, with weights `3/5` and
`4/5` on the pairs `(0,1)` and `(2,3)`. -/
def geminal : Matrix (Fin 4) (Fin 4) ℂ :=
  !![0, 3/5, 0, 0; -3/5, 0, 0, 0; 0, 0, 0, 4/5; 0, 0, -4/5, 0]
```

The antisymmetric matrix $c$ of amplitudes is called `geminal`. Its entries are real, so $D(ij,kl)=c_{ij}c_{kl}$ without complex conjugation.

```lean
/-- The diagonal one-body density matrix with occupations `9/25, 9/25, 16/25, 16/25`. -/
def geminalOne : Matrix (Fin 4) (Fin 4) ℂ :=
  !![9/25, 0, 0, 0; 0, 9/25, 0, 0; 0, 0, 16/25, 0; 0, 0, 0, 16/25]
```

The occupations are the squared amplitudes, each appearing twice, and they add up to 2.

```lean
/-- The two-electron geminal obeys the contraction rule, and its cumulant has the element
`12/25` between the pairs `(0,1)` and `(2,3)`. -/
theorem contractionRule_witness :
    ContractionRule geminalOne (fun i j k l => geminal i j * geminal k l) ∧
      cumulant geminalOne (fun i j k l => geminal i j * geminal k l) 0 1 2 3 = 12 / 25 := by
  have ht : geminalOne.trace = 2 := by
    norm_num [geminalOne, Matrix.trace, Fin.sum_univ_succ]
  constructor
  · intro i k
    rw [ht]
    fin_cases i <;> fin_cases k <;>
      norm_num [geminal, geminalOne, Fin.sum_univ_succ]
  · have h01 : geminal 0 1 = 3 / 5 := rfl
    have h23 : geminal 2 3 = 4 / 5 := rfl
    have g02 : geminalOne 0 2 = 0 := rfl
    have g03 : geminalOne 0 3 = 0 := rfl
    simp only [cumulant, wedge, h01, h23, g02, g03]
    norm_num

end

end CumulantAdditivity
```

By hand, $\sum_j c_{ij}c_{kj}$ is the $(i,k)$ element of $cc^{T}$, which is the diagonal matrix of occupations. This agrees with the rule, because $\operatorname{tr}g-1=1$. Lean checks the sixteen pairs $(i,k)$ separately through `fin_cases`. For the cumulant element, $D(01,23)=\tfrac35\cdot\tfrac45=\tfrac{12}{25}$, and the antisymmetrised product vanishes because $g(0,2)=g(0,3)=0$.

Two copies of this geminal can serve as $A$ and $B$. The composite matrices then obey the contraction rule with prefactor 3, each copy keeps its cumulant element $\tfrac{12}{25}$, and all mixed elements are zero.

```lean
#print axioms CumulantAdditivity.cumulant_union_mixed
-- 'CumulantAdditivity.cumulant_union_mixed' depends on axioms: [propext, Classical.choice, Quot.sound]
#print axioms CumulantAdditivity.cumulant_eq_directSum_iff
-- 'CumulantAdditivity.cumulant_eq_directSum_iff' depends on axioms: [propext, Classical.choice, Quot.sound]
#print axioms CumulantAdditivity.pairEnergy_cumulant_union
-- 'CumulantAdditivity.pairEnergy_cumulant_union' depends on axioms: [propext, Classical.choice, Quot.sound]
#print axioms CumulantAdditivity.contractionRule_union
-- 'CumulantAdditivity.contractionRule_union' depends on axioms: [propext, Classical.choice, Quot.sound]
```
